# Finite-field stencils on m + 1 distinct nodes: unique weights, and one extra degree by symmetry when m + k is even

The energy of a molecule in a static electric field is modelled here as a real polynomial p(F) in one field component F. A finite-field estimate of its k-th derivative at F = 0 is a weighted sum over field strengths x_0, …, x_m:

S(p) = Σ_i w_i p(x_i).

If the nodes x_i are distinct, exactly one set of weights w_i gives S(p) = p^(k)(0) for every p of degree at most m. If the nodes are also symmetric about zero and m + k is even, the same weights are exact to degree m + 1. Within this polynomial model, when a polarizability or hyperpolarizability is computed with these weights, the energy's expansion terms up to degree m cause no error, and neither does the term of degree m + 1 if the nodes are symmetric and m + k is even.

## Weights, error and parity by hand

Write p_n for the coefficient of Fⁿ in p. Differentiating k times and setting F = 0 leaves

p^(k)(0) = k! p_k.

Let L_i be the Lagrange polynomial of degree m with L_i(x_i) = 1 and L_i(x_j) = 0 for j ≠ i. If p has degree at most m, then p − Σ_i p(x_i) L_i has degree at most m and m + 1 distinct roots, so it is zero. Taking k-th coefficients gives

p^(k)(0) = Σ_i p(x_i) k! (L_i)_k,

so w_i = k! (L_i)_k works. Conversely, any exact weights satisfy w_j = S(L_j) = k! (L_j)_k, which proves uniqueness.

For the next degree, let N(F) = ∏_i (F − x_i). It is monic of degree m + 1 and vanishes at every node, so S(N) = 0. If p has degree at most m + 1, then q = p − p_{m+1} N has degree at most m, and

S(p) = S(q) = k! (p_k − p_{m+1} N_k),

p^(k)(0) − S(p) = p_{m+1} k! N_k.

The extra degree is therefore gained exactly when N_k = 0. For symmetric nodes, reversing the field permutes the factors of N:

N(−F) = (−1)^(m+1) N(F), hence (−1)^k N_k = (−1)^(m+1) N_k.

When m + k is even the two signs differ, and N_k = 0.

Symmetry without the parity condition is not enough. For nodes −h, 0, h and k = 1, N = F³ − h²F has N_1 = −h², so a cubic term spoils the first derivative.

## A quartic energy at field strength 0.1

Take p(F) = 1 + 2F + 3F² + 4F³ + 5F⁴, with p''(0) = 6, and h = 0.1. Then p(0.1) = 1.2345 and p(−0.1) = 0.8265, so

(1.2345 − 2 + 0.8265) / 0.01 = 6.1.

The excess 0.1 is 2 · 5 · h², from the quartic term. Without that term the result is 6; the cubic contributions cancel. The coefficients are chosen for easy arithmetic and do not describe a molecular ground state, for which p''(0) would not be positive.

## The Lean development

```lean
import Mathlib

open Polynomial Finset

namespace FiniteFieldStencil

noncomputable section
```

The index type `Fin (m + 1)` labels the m + 1 nodes, and `ℝ[X]` contains the model energies.

```lean
/-- The finite-field estimate: a weighted sum of the energies `p` at the field strengths `x i`. -/
def stencil {m : ℕ} (x w : Fin (m + 1) → ℝ) (p : ℝ[X]) : ℝ :=
  ∑ i, w i * p.eval (x i)
```

Exactness is a statement about all polynomials up to a chosen degree `d`. Rounding, convergence noise in the energies and non-polynomial field dependence are not modelled.

```lean
/-- The stencil returns the `k`-th derivative at zero field for every polynomial energy of
degree at most `d`. -/
def ExactTo {m : ℕ} (x w : Fin (m + 1) → ℝ) (k d : ℕ) : Prop :=
  ∀ p : ℝ[X], p.natDegree ≤ d → stencil x w p = (derivative^[k] p).eval 0
```

The derivative is that of the energy itself: with the usual sign convention, the polarizability is −p''(0).

```lean
/-- The `k`-th derivative at zero field is `k!` times the `k`-th expansion coefficient. -/
theorem derivative_at_zero (k : ℕ) (p : ℝ[X]) :
    (derivative^[k] p).eval 0 = (k.factorial : ℝ) * p.coeff k := by
  rw [← coeff_zero_eq_eval_zero, coeff_iterate_derivative, zero_add,
    Nat.descFactorial_self, nsmul_eq_mul]
```

This lemma turns derivatives into coefficients. In the next theorem, `Function.Injective x` says that the nodes are distinct. There is no restriction k ≤ m; for k > m the unique weights are all zero.

```lean
/-- For `m + 1` distinct field strengths, exactly one set of weights gives the `k`-th derivative
at zero field for all polynomial energies of degree at most `m`. -/
theorem existsUnique_weights {m : ℕ} (x : Fin (m + 1) → ℝ) (hx : Function.Injective x)
    (k : ℕ) : ∃! w : Fin (m + 1) → ℝ, ExactTo x w k m := by
  refine ⟨fun i => (k.factorial : ℝ) * (Lagrange.basis univ x i).coeff k, ?_, ?_⟩
  · -- existence: differentiate the Lagrange interpolant
    intro p hp
    have hdeg : p.degree < (univ : Finset (Fin (m + 1))).card := by
      rw [Finset.card_univ, Fintype.card_fin]
      exact lt_of_le_of_lt (degree_le_of_natDegree_le hp)
        (by exact_mod_cast Nat.lt_succ_self m)
    have hint := Lagrange.eq_interpolate hx.injOn hdeg
    have hc : p.coeff k = ∑ i, p.eval (x i) * (Lagrange.basis univ x i).coeff k := by
      have h := congrArg (fun q : ℝ[X] => q.coeff k) hint
      simpa only [Lagrange.interpolate_apply, finsetSum_coeff, coeff_C_mul] using h
    simp only [stencil, derivative_at_zero, hc, Finset.mul_sum]
    exact Finset.sum_congr rfl fun i _ => by ring
  · -- uniqueness: a Lagrange basis polynomial picks out a single weight
    intro w hw
    funext j
    have hd : (Lagrange.basis univ x j).natDegree ≤ m := by
      have h := Lagrange.degree_basis hx.injOn (mem_univ j)
      rw [Finset.card_univ, Fintype.card_fin, Nat.add_sub_cancel] at h
      exact natDegree_le_of_degree_le h.le
    have hs : stencil x w (Lagrange.basis univ x j) = w j := by
      rw [stencil, Finset.sum_eq_single j]
      · rw [Lagrange.eval_basis_self hx.injOn (mem_univ j), mul_one]
      · intro i _ hij
        rw [Lagrange.eval_basis_of_ne hij.symm (mem_univ i), mul_zero]
      · intro h
        exact absurd (mem_univ j) h
    have h := hw (Lagrange.basis univ x j) hd
    rw [derivative_at_zero] at h
    exact hs.symm.trans h
```

The first half reads off the k-th coefficient of the interpolant; the second tests arbitrary exact weights on a Lagrange polynomial.

```lean
/-- The nodal polynomial, the product of all `X - x i`, has degree `m + 1` and leading
coefficient one. -/
theorem nodal_degree_and_lead {m : ℕ} (x : Fin (m + 1) → ℝ) :
    (Lagrange.nodal univ x).natDegree = m + 1 ∧
      (Lagrange.nodal univ x).coeff (m + 1) = 1 := by
  have hN : (Lagrange.nodal univ x).natDegree = m + 1 := by
    simp [Lagrange.natDegree_nodal]
  have h : (Lagrange.nodal univ x).leadingCoeff = 1 := Lagrange.nodal_monic
  rw [leadingCoeff, hN] at h
  exact ⟨hN, h⟩
```

These two facts about N allow the top term of p to be subtracted.

```lean
/-- For an energy of degree at most `m + 1`, the error (`k`-th derivative at zero minus estimate) of
a stencil exact to degree `m` is the coefficient of degree `m + 1` of the energy times `k!` times
the `k`-th coefficient of the nodal polynomial. -/
theorem leading_error {m k : ℕ} {x w : Fin (m + 1) → ℝ} (hw : ExactTo x w k m)
    (p : ℝ[X]) (hp : p.natDegree ≤ m + 1) :
    (derivative^[k] p).eval 0 - stencil x w p =
      p.coeff (m + 1) * ((k.factorial : ℝ) * (Lagrange.nodal univ x).coeff k) := by
  obtain ⟨hN, hlead⟩ := nodal_degree_and_lead x
  -- removing the top term leaves a polynomial on which the stencil is exact
  have hq : (p - C (p.coeff (m + 1)) * Lagrange.nodal univ x).natDegree ≤ m := by
    rw [natDegree_le_iff_coeff_eq_zero]
    intro n hn
    rw [coeff_sub, coeff_C_mul]
    rcases Nat.eq_or_lt_of_le (Nat.succ_le_of_lt hn) with h | h
    · have h' : n = m + 1 := h.symm
      subst h'
      rw [hlead, mul_one, sub_self]
    · have h' : m + 1 < n := h
      rw [coeff_eq_zero_of_natDegree_lt (lt_of_le_of_lt hp h'),
        coeff_eq_zero_of_natDegree_lt (lt_of_le_of_lt hN.le h'), mul_zero, sub_zero]
  -- the stencil does not see the nodal polynomial
  have hzero : stencil x w (Lagrange.nodal univ x) = 0 :=
    Finset.sum_eq_zero fun i _ => by
      rw [Lagrange.eval_nodal_at_node (mem_univ i), mul_zero]
  have hlin : stencil x w (p - C (p.coeff (m + 1)) * Lagrange.nodal univ x) =
      stencil x w p - p.coeff (m + 1) * stencil x w (Lagrange.nodal univ x) := by
    simp only [stencil, eval_sub, eval_mul, eval_C, Finset.mul_sum,
      ← Finset.sum_sub_distrib]
    exact Finset.sum_congr rfl fun i _ => by ring
  have h := hw _ hq
  rw [hlin, hzero, derivative_at_zero, coeff_sub, coeff_C_mul] at h
  rw [derivative_at_zero]
  linear_combination -h
```

Here `hq` bounds the degree of q, `hzero` is S(N) = 0, and `hlin` is linearity. The final `linear_combination` rearranges them into the error formula.

```lean
/-- A stencil exact to degree `m` is exact to degree `m + 1` if and only if the `k`-th
coefficient of the nodal polynomial vanishes. -/
theorem exact_succ_iff {m k : ℕ} {x w : Fin (m + 1) → ℝ} (hw : ExactTo x w k m) :
    ExactTo x w k (m + 1) ↔ (Lagrange.nodal univ x).coeff k = 0 := by
  obtain ⟨hN, hlead⟩ := nodal_degree_and_lead x
  constructor
  · intro h
    have he := leading_error hw _ hN.le
    rw [h _ hN.le, sub_self, hlead, one_mul] at he
    exact (mul_eq_zero.mp he.symm).resolve_left (by exact_mod_cast k.factorial_ne_zero)
  · intro h p hp
    have he := leading_error hw p hp
    rw [h, mul_zero, mul_zero] at he
    linarith
```

The forward direction applies the error formula to N itself; the reverse sets N_k = 0 in it.

```lean
/-- If the distinct field strengths are symmetric about zero and `m + k` is even, a stencil
exact to degree `m` is exact to degree `m + 1`. -/
theorem symmetric_gain {m k : ℕ} {x w : Fin (m + 1) → ℝ} (hx : Function.Injective x)
    (hsym : ∀ i, ∃ j, x j = -x i) (hpar : Even (m + k)) (hw : ExactTo x w k m) :
    ExactTo x w k (m + 1) := by
  rw [exact_succ_iff hw]
  -- field reversal permutes the nodes
  choose σ hσ using hsym
  have hinj : Function.Injective σ := fun a b hab =>
    hx (neg_inj.mp ((hσ a).symm.trans ((congrArg x hab).trans (hσ b))))
  have hperm : ∏ i, (X - C (x (σ i))) = ∏ i, (X - C (x i)) :=
    (Finite.injective_iff_bijective.mp hinj).prod_comp (fun i => X - C (x i))
  -- hence the nodal polynomial has the parity of `m + 1`
  have hcomp : (Lagrange.nodal univ x).comp (C (-1) * X) =
      C ((-1) ^ (m + 1)) * Lagrange.nodal univ x := by
    calc (Lagrange.nodal univ x).comp (C (-1) * X)
        = ∏ i, (C (-1) * (X - C (x (σ i)))) := by
          rw [Lagrange.nodal, Polynomial.prod_comp]
          refine Finset.prod_congr rfl fun i _ => ?_
          rw [hσ]
          simp only [sub_comp, X_comp, C_comp, C_neg, map_one]
          ring
      _ = C ((-1) ^ (m + 1)) * Lagrange.nodal univ x := by
          rw [Finset.prod_mul_distrib, hperm, Finset.prod_const, Finset.card_univ,
            Fintype.card_fin, C_pow, Lagrange.nodal]
  have h : ((Lagrange.nodal univ x).comp (C (-1) * X)).coeff k =
      (C ((-1) ^ (m + 1)) * Lagrange.nodal univ x).coeff k := by rw [hcomp]
  rw [comp_C_mul_X_coeff, coeff_C_mul] at h
  rcases Nat.even_or_odd k with hk | hk
  · have hm : Even m := (Nat.even_add.mp hpar).mpr hk
    rw [hk.neg_one_pow, hm.add_one.neg_one_pow] at h
    linarith
  · have hm : Odd m := Nat.not_even_iff_odd.mp fun he =>
      Nat.not_even_iff_odd.mpr hk ((Nat.even_add.mp hpar).mp he)
    rw [hk.neg_one_pow, hm.add_one.neg_one_pow] at h
    linarith
```

The hypothesis `hsym` requires the negative of each node to be a node; the energy need not be even in the field. The map `σ` sends each node's index to that of its negative, and distinctness makes it a permutation. `hcomp` is the parity of N, and the last case split compares the signs for k even and k odd.

```lean
/-- The three field strengths `-h`, `0`, `h`. -/
def threeFields (h : ℝ) : Fin 3 → ℝ := ![-h, 0, h]

/-- The weights `1/h²`, `-2/h²`, `1/h²`, for nonzero `h`. -/
def threeWeights (h : ℝ) : Fin 3 → ℝ := ![1 / h ^ 2, -2 / h ^ 2, 1 / h ^ 2]
```

These are the familiar second-difference nodes and weights.

```lean
/-- For nonzero `h` the three-point stencil for the second derivative is exact to degree three
and not to degree four. -/
theorem three_point_sharp (h : ℝ) (hh : h ≠ 0) :
    ExactTo (threeFields h) (threeWeights h) 2 3 ∧
      ¬ ExactTo (threeFields h) (threeWeights h) 2 4 := by
  have hs : ∀ p : ℝ[X], stencil (threeFields h) (threeWeights h) p =
      1 / h ^ 2 * p.eval (-h) + -2 / h ^ 2 * p.eval 0 + 1 / h ^ 2 * p.eval h := fun p =>
    Fin.sum_univ_three fun i : Fin 3 => threeWeights h i * p.eval (threeFields h i)
  constructor
  · intro p hp
    have he : ∀ y : ℝ, p.eval y =
        p.coeff 0 + p.coeff 1 * y + p.coeff 2 * y ^ 2 + p.coeff 3 * y ^ 3 := by
      intro y
      rw [eval_eq_sum_range' (Nat.lt_succ_of_le hp) y]
      simp only [Finset.sum_range_succ, Finset.sum_range_zero]
      ring
    rw [hs, derivative_at_zero, he (-h), he 0, he h, Nat.factorial_two]
    push_cast
    field_simp
    ring
  · -- the second derivative of `X ^ 4` at zero vanishes, but the stencil returns `2 h²`
    intro hex
    have h4 := hex (X ^ 4) (natDegree_X_pow_le 4)
    rw [hs, derivative_at_zero, coeff_X_pow] at h4
    simp only [eval_pow, eval_X] at h4
    norm_num at h4
    exact hh h4

end

end FiniteFieldStencil
```

Expanding a cubic at the three nodes proves exactness to degree three. For `X ^ 4` the stencil gives 2h² while the second derivative at zero is 0, so degree four fails for every nonzero h.

```lean
#print axioms FiniteFieldStencil.existsUnique_weights
-- 'FiniteFieldStencil.existsUnique_weights' depends on axioms: [propext, Classical.choice, Quot.sound]
#print axioms FiniteFieldStencil.symmetric_gain
-- 'FiniteFieldStencil.symmetric_gain' depends on axioms: [propext, Classical.choice, Quot.sound]
#print axioms FiniteFieldStencil.three_point_sharp
-- 'FiniteFieldStencil.three_point_sharp' depends on axioms: [propext, Classical.choice, Quot.sound]
```
